# Particle-hole symmetry of the $G_0W_0$ correlation self-energy for sign-paired orbitals

Particle-hole symmetry can be imposed on a Hamiltonian or on the list of orbitals that enters the self-energy. Here it is imposed on the list: a permutation $p$ of the orbital labels sends each orbital to its partner. This is the more definite choice, because a symmetric Hamiltonian does not fix the orbitals within a degenerate level, nor which of them are occupied.

Let $\phi_n(i)$ be the real amplitude of orbital $n$ on site $i$, with energy $e_n$, and let $D$ be the diagonal matrix of site signs $d_i=\pm1$. The pairing conditions are

$$\phi_{pn}(i)=d_i\,\phi_n(i),\qquad e_{pn}=-e_n,\qquad n\text{ occupied}\iff pn\text{ empty}.$$

The zero of energy therefore lies midway between partners. The typical case is a half-filled hopping model on a bipartite lattice with equally many sites on the two sublattices, which carry opposite signs.

## Opposite poles, the sign rule for the self-energy and paired roots

Screening mode $s$ has energy $\Omega_s$ and a real matrix $B_s$ that carries its coupling strengths. The correlation part of the self-energy, called the self-energy below, is at complex frequency $z$

$$\Sigma_{ij}(z)=\sum_{n,s}\frac{\phi_n(i)\phi_n(j)B_{s,ij}}{z-\omega_{ns}},\qquad
\omega_{ns}=\begin{cases}e_n-\Omega_s & n\text{ occupied}\\ e_n+\Omega_s & n\text{ empty.}\end{cases}$$

If $n$ is occupied, then $pn$ is empty and $\omega_{pn,s}=-e_n+\Omega_s=-\omega_{ns}$. The other case is the same with the signs exchanged. So if $-z$ were the pole $\omega_{ns}$, then $z$ would be the pole $\omega_{pn,s}$: when $z$ is not a pole, neither is $-z$.

Summing over partners instead of orbitals only reorders the sum, so

$$\Sigma_{ij}(z)=\sum_{n,s}\frac{d_i\phi_n(i)\,d_j\phi_n(j)B_{s,ij}}{z+\omega_{ns}}
=-d_i\left[\sum_{n,s}\frac{\phi_n(i)\phi_n(j)B_{s,ij}}{-z-\omega_{ns}}\right]d_j .$$

The bracket is $\Sigma_{ij}(-z)$, hence $D\,\Sigma(-z)\,D=-\Sigma(z)$. Neither the symmetry of $B_s$ nor the sign of $\Omega_s$ was used.

The product of $\phi_n\phi_n^T$ with $B_s$ is taken entry by entry. Reading it as a matrix product is a mistake that changes the result: the site signs would then also act on $B_s$, and the argument would require a condition on $D B_s D$.

The mean-field Hamiltonian $h_{ij}=\sum_n e_n\phi_n(i)\phi_n(j)$ gives, by the same reordering, $h_{ij}=\sum_n(-e_n)\,d_i\phi_n(i)\,d_j\phi_n(j)$, so $DhD=-h$.

Let $V$ be a static correction, such as exchange minus the exchange-correlation potential already contained in $h$, and assume $DVD=-V$. Physically, $V$ then connects only sites of opposite sign, and its diagonal vanishes. Exchange alone does not meet this condition if some on-site interaction $v_{ii}$ is nonzero: for a density-density interaction $v_{ij}$ and a complete orthonormal set of paired orbitals, its diagonal entries are $-v_{ii}/2$, and the subtracted potential has to cancel them. Write $K(E)=h+V+\Sigma(E)$. The three relations add up to $DK(-E)D=-K(E)$, and since $D^2=1$ this means $K(-E)D=-DK(E)$. If $K(E)\psi=E\psi$ with $\psi\neq0$, then

$$K(-E)\,D\psi=-D\,K(E)\psi=-E\,D\psi ,$$

and $D\psi\neq0$ because $D(D\psi)=\psi$. The same step applied to $(-E,D\psi)$ leads back to $(E,\psi)$.

The exchange of occupations matters. Take one site and one occupied orbital with $\phi=1$, $e=0$, $d=1$, $B=1$, $\Omega=1$, and let $p$ be the identity. The conditions on signs, orbitals and energies hold, but the occupation is not exchanged. Then $\Sigma(z)=1/(z+1)$, and $\Sigma(0)=1$ is not equal to $-\Sigma(0)$. With $V=0$ the roots of $E=1/(E+1)$ are $(-1\pm\sqrt5)/2$, which are not opposite numbers.

For finite models that satisfy the pairing conditions and have $DVD=-V$, the symmetry offers a simple test of a $G_0W_0$ code: the solutions of the full matrix equation should be symmetric about zero.

## Orbitals, screening modes and poles as data

```lean
import Mathlib

open Matrix

namespace GWParticleHole

noncomputable section
```

The types `ι`, `κ` and `μ` label sites, orbitals and screening modes.

```lean
/-- Data entering a G0W0 self-energy on a set of sites: real orbitals `phi n`, their energies `e n`
and occupations `occ n`, and screening modes `s` with matrices `B s` and energies `Ω s`. -/
structure Model (ι κ μ : Type*) where
  phi : κ → ι → ℝ
  e : κ → ℝ
  occ : κ → Bool
  B : μ → Matrix ι ι ℝ
  Ω : μ → ℝ
```

All fields are free data. The orbitals need not be orthonormal or complete, and `B` and `Ω` are supplied, not computed from a response function. The results therefore apply to any screening model of this form, but they do not show that a particular approximation to $W$ produces it.

```lean
variable {ι κ μ : Type*} [Fintype ι] [DecidableEq ι] [Fintype κ] [Fintype μ]

/-- Pole of the self-energy: `e n - Ω s` for an occupied and `e n + Ω s` for an empty orbital. -/
def Model.pole (M : Model ι κ μ) (n : κ) (s : μ) : ℝ :=
  M.e n + (if M.occ n then -M.Ω s else M.Ω s)
```

`M.pole n s` is $\omega_{ns}$, with the occupation as a Boolean. All three index sets are finite from here on.

```lean
/-- The frequency `z` differs from every listed pole `M.pole n s`, including any whose residue
vanishes. -/
def Model.Regular (M : Model ι κ μ) (z : ℂ) : Prop :=
  ∀ n s, z ≠ (M.pole n s : ℂ)
```

Lean assigns the value zero to a quotient with zero denominator, so `Regular` is what restricts the statements to frequencies where the formula has its usual meaning.

```lean
/-- The correlation self-energy, a sum over orbitals and screening modes. It is defined for every
complex `z`; at a pole, the terms with zero denominator are set to zero. -/
def Model.selfEnergy (M : Model ι κ μ) (z : ℂ) : Matrix ι ι ℂ :=
  Matrix.of fun i j => ∑ n, ∑ s,
    ((M.phi n i : ℂ) * M.phi n j * M.B s i j) / (z - M.pole n s)
```

The entrywise product is visible in the numerator, where `M.B s i j` is an ordinary factor. The frequency is a complex number, and no infinitesimal broadening appears.

```lean
/-- The mean-field Hamiltonian assembled from orbitals and orbital energies. -/
def Model.meanField (M : Model ι κ μ) : Matrix ι ι ℂ :=
  Matrix.of fun i j => ∑ n, (M.e n : ℂ) * M.phi n i * M.phi n j
```

This is $h$. For orthonormal orbitals it has the $\phi_n$ as eigenvectors with eigenvalues $e_n$.

```lean
/-- The diagonal matrix of the site signs `d`. -/
def signMatrix (d : ι → ℝ) : Matrix ι ι ℂ := Matrix.diagonal fun i => (d i : ℂ)

/-- Particle-hole pairing: the site signs `d` turn orbital `n` into orbital `p n`, which has the
opposite energy and the opposite occupation. -/
structure Model.PairedBy (M : Model ι κ μ) (d : ι → ℝ) (p : Equiv.Perm κ) : Prop where
  sign : ∀ i, d i * d i = 1
  orbital : ∀ n i, M.phi (p n) i = d i * M.phi n i
  energy : ∀ n, M.e (p n) = -M.e n
  occupation : ∀ n, M.occ (p n) = !M.occ n
```

The four fields of `PairedBy` are $d_i^2=1$ and the three pairing conditions. The orbital condition holds exactly, not merely up to a sign. When partners come in couples this costs nothing, since one can keep the occupied orbitals and define each empty partner as $D\phi_n$.

```lean
/-- The pair `(E, ψ)` solves the quasiparticle equation with static correction `V`, with `ψ`
nonzero and `E` not a pole of the self-energy. -/
def Model.IsQuasiparticle (M : Model ι κ μ) (V : Matrix ι ι ℂ) (E : ℂ) (ψ : ι → ℂ) : Prop :=
  M.Regular E ∧ ψ ≠ 0 ∧ (M.meanField + V + M.selfEnergy E) *ᵥ ψ = E • ψ
```

Here the word quasiparticle covers every solution of this equation away from the poles, a complex energy with a nonzero vector, so satellite solutions are included. The equation keeps the whole matrix $\Sigma(E)$; the common approximation that retains only its diagonal elements in the orbital basis is a different equation.

## Summing over partners

```lean
/-- Multiplying by the sign matrix on both sides multiplies each entry by two site signs. -/
lemma sandwich_apply (d : ι → ℝ) (A : Matrix ι ι ℂ) (i j : ι) :
    (signMatrix d * A * signMatrix d) i j = d i * A i j * d j := by
  simp [signMatrix, Matrix.mul_diagonal, Matrix.diagonal_mul]
```

This lemma turns each matrix identity into one for entries, $(DAD)_{ij}=d_iA_{ij}d_j$.

```lean
omit [Fintype ι] [DecidableEq ι] [Fintype κ] [Fintype μ] in
/-- Paired orbitals give self-energy poles at opposite energies. -/
lemma Model.PairedBy.pole_pair {M : Model ι κ μ} {d : ι → ℝ} {p : Equiv.Perm κ}
    (h : M.PairedBy d p) (n : κ) (s : μ) : M.pole (p n) s = -M.pole n s := by
  simp only [Model.pole, h.energy, h.occupation]
  cases M.occ n <;> simp <;> ring
```

The split on `M.occ n` is the distinction between occupied and empty made above.

```lean
/-- Particle-hole symmetry of the self-energy: for paired orbitals and `z` not a pole, `-z` is not
a pole either, and `D Σ(-z) D = -Σ(z)`. -/
theorem selfEnergy_particle_hole {M : Model ι κ μ} {d : ι → ℝ} {p : Equiv.Perm κ}
    (h : M.PairedBy d p) {z : ℂ} (hz : M.Regular z) :
    M.Regular (-z) ∧
      signMatrix d * M.selfEnergy (-z) * signMatrix d = -M.selfEnergy z := by
  constructor
  · intro n s hn
    apply hz (p n) s
    rw [h.pole_pair, Complex.ofReal_neg, ← hn, neg_neg]
  · ext i j
    -- sum over the partners instead of the orbitals
    have hr : M.selfEnergy z i j = ∑ n, ∑ s,
        ((M.phi (p n) i : ℂ) * M.phi (p n) j * M.B s i j) / (z - M.pole (p n) s) :=
      (Equiv.sum_comp p (fun n => ∑ s,
        ((M.phi n i : ℂ) * M.phi n j * M.B s i j) / (z - M.pole n s))).symm
    rw [sandwich_apply, Matrix.neg_apply, hr]
    simp only [Model.selfEnergy, Matrix.of_apply, Finset.mul_sum, Finset.sum_mul,
      ← Finset.sum_neg_distrib]
    refine Finset.sum_congr rfl fun n _ => Finset.sum_congr rfl fun s _ => ?_
    simp only [h.orbital, h.pole_pair, Complex.ofReal_mul, Complex.ofReal_neg]
    rw [show z - -(M.pole n s : ℂ) = -(-z - M.pole n s) by ring, div_neg]
    ring
```

The conclusion has two parts. The first, that $-z$ is regular, applies `hz` to the partner `p n`. For the second, `hr` uses `Equiv.sum_comp` to rewrite $\Sigma_{ij}(z)$ as a sum over partners. `Finset.sum_congr` then reduces the claim to one orbital and one mode, where the pairing conditions are inserted and the minus sign is taken out of the denominator $z+\omega_{ns}=-(-z-\omega_{ns})$.

```lean
omit [Fintype μ] in
/-- The mean-field Hamiltonian of paired orbitals changes sign under the site signs. -/
theorem meanField_particle_hole {M : Model ι κ μ} {d : ι → ℝ} {p : Equiv.Perm κ}
    (h : M.PairedBy d p) :
    signMatrix d * M.meanField * signMatrix d = -M.meanField := by
  ext i j
  have hr : M.meanField i j = ∑ n, (M.e (p n) : ℂ) * M.phi (p n) i * M.phi (p n) j :=
    (Equiv.sum_comp p (fun n => (M.e n : ℂ) * M.phi n i * M.phi n j)).symm
  rw [sandwich_apply, Matrix.neg_apply]
  -- only the right-hand side is summed over the partners
  refine Eq.trans ?_ (congrArg Neg.neg hr.symm)
  simp only [Model.meanField, Matrix.of_apply, Finset.mul_sum, Finset.sum_mul,
    ← Finset.sum_neg_distrib]
  refine Finset.sum_congr rfl fun n _ => ?_
  simp only [h.orbital, h.energy, Complex.ofReal_mul, Complex.ofReal_neg]
  ring
```

The reordering is the same, with $e_{pn}=-e_n$ supplying the minus sign.

## From $(E,\psi)$ to $(-E,D\psi)$

```lean
/-- Quasiparticles pair as `E` and `-E`: for paired orbitals and a static correction with
`D V D = -V`, `(E, ψ)` is a solution exactly when `(-E, D ψ)` is. -/
theorem quasiparticle_pairing {M : Model ι κ μ} {d : ι → ℝ} {p : Equiv.Perm κ}
    (h : M.PairedBy d p) {V : Matrix ι ι ℂ}
    (hV : signMatrix d * V * signMatrix d = -V) (E : ℂ) (ψ : ι → ℂ) :
    M.IsQuasiparticle V E ψ ↔ M.IsQuasiparticle V (-E) (signMatrix d *ᵥ ψ) := by
  have hD : signMatrix d * signMatrix d = 1 := by
    have h1 : (fun i => (d i : ℂ) * (d i : ℂ)) = fun _ => 1 :=
      funext fun i => by exact_mod_cast h.sign i
    rw [signMatrix, Matrix.diagonal_mul_diagonal, h1]
    exact Matrix.diagonal_one
  have hDD : ∀ χ : ι → ℂ, signMatrix d *ᵥ (signMatrix d *ᵥ χ) = χ := fun χ => by
    rw [Matrix.mulVec_mulVec, hD, Matrix.one_mulVec]
  have fwd : ∀ (F : ℂ) (χ : ι → ℂ), M.IsQuasiparticle V F χ →
      M.IsQuasiparticle V (-F) (signMatrix d *ᵥ χ) := by
    rintro F χ ⟨hF, hχ, heq⟩
    obtain ⟨hF', hS⟩ := selfEnergy_particle_hole h hF
    refine ⟨hF', fun h0 => hχ ?_, ?_⟩
    · rw [← hDD χ, h0, Matrix.mulVec_zero]
    · -- move the sign matrix through the effective Hamiltonian
      have hK : (M.meanField + V + M.selfEnergy (-F)) * signMatrix d
          = -(signMatrix d * (M.meanField + V + M.selfEnergy F)) := by
        calc (M.meanField + V + M.selfEnergy (-F)) * signMatrix d
            = (signMatrix d * signMatrix d) *
                ((M.meanField + V + M.selfEnergy (-F)) * signMatrix d) := by
              rw [hD, one_mul]
          _ = signMatrix d * (signMatrix d * M.meanField * signMatrix d
                + signMatrix d * V * signMatrix d
                + signMatrix d * M.selfEnergy (-F) * signMatrix d) := by noncomm_ring
          _ = _ := by rw [meanField_particle_hole h, hV, hS]; noncomm_ring
      rw [Matrix.mulVec_mulVec, hK, Matrix.neg_mulVec, ← Matrix.mulVec_mulVec, heq,
        Matrix.mulVec_smul, neg_smul]
  -- the converse is the same step taken from `-E` back to `E`
  refine ⟨fwd E ψ, fun hq => ?_⟩
  have h2 := fwd _ _ hq
  rwa [neg_neg, hDD] at h2
```

The condition on $V$ enters as the hypothesis `hV`; $V=0$ satisfies it. The theorem is an equivalence for each given pair $(E,\psi)$, and says nothing about how many solutions exist.

In the proof, `hD` is $D^2=1$ and `hDD` is its action on vectors. The step `fwd` carries a solution at $F$ to one at $-F$. Inside it, `hK` is the relation $K(-F)D=-DK(F)$, obtained by inserting $D^2=1$ on the left and using the three symmetries. The converse applies `fwd` once more and removes the double minus sign and the double $D$.

## A dimer that satisfies the conditions

Two sites with hopping amplitude $-t$ have the even orbital $(1,1)/\sqrt2$ at energy $-t$ and the odd orbital $(1,-1)/\sqrt2$ at $t$. The even one is occupied.

```lean
/-- Two-site dimer with an occupied even orbital at `-t`, an empty odd orbital at `t`, and one
screening mode with matrix `B` and energy `w`. -/
def dimer (t w : ℝ) (B : Matrix (Fin 2) (Fin 2) ℝ) : Model (Fin 2) (Fin 2) Unit where
  phi := ![![Real.sqrt (1 / 2), Real.sqrt (1 / 2)], ![Real.sqrt (1 / 2), -Real.sqrt (1 / 2)]]
  e := ![-t, t]
  occ := ![true, false]
  B := fun _ => B
  Ω := fun _ => w
```

The site signs $(1,-1)$ turn each orbital into the other, and the permutation is the swap of the two labels.

```lean
/-- The site signs `1, -1` pair the two orbitals of the dimer. -/
theorem dimer_witness (t w : ℝ) (B : Matrix (Fin 2) (Fin 2) ℝ) :
    (dimer t w B).PairedBy ![1, -1] (Equiv.swap 0 1) := by
  refine ⟨?_, ?_, ?_, ?_⟩
  · intro i
    fin_cases i <;> simp
  · intro n i
    fin_cases n <;> fin_cases i <;> simp [dimer]
  · intro n
    fin_cases n <;> simp [dimer]
  · intro n
    fin_cases n <;> simp [dimer]

end

end GWParticleHole
```

The four conditions are checked case by case, for every real $t$ and $w$ and every matrix $B$. Both symmetry theorems and the pairing of quasiparticles therefore apply to this dimer, the last for any $V$ with $DVD=-V$.

```lean
#print axioms GWParticleHole.selfEnergy_particle_hole
#print axioms GWParticleHole.quasiparticle_pairing
```

```
'GWParticleHole.selfEnergy_particle_hole' depends on axioms: [propext, Classical.choice, Quot.sound]
'GWParticleHole.quasiparticle_pairing' depends on axioms: [propext, Classical.choice, Quot.sound]
```
